# Energy eigenspaces of the zero-field XXZ model have equal dimensions in opposite magnetization sectors

The theorem `finrank_sector_eq` concerns a finite number `N` of spins 1/2 with the XXZ Hamiltonian, without a field and with arbitrary real couplings `Jxy` and `Jz` for each pair. It says that the simultaneous eigenspace of the Hamiltonian with eigenvalue `E` and of the total `Sz` with eigenvalue `m`, in units of ħ, has the same dimension as the one with eigenvalues `E` and `-m`. Here `E` and `m` are any complex numbers, and where no such states exist the spaces are zero. The proof reverses all spins, which is an injective map that commutes with the Hamiltonian and changes the sign of the total `Sz`, so that the dimension for `m` is at most that for `-m`. Using this inequality, `key`, for both `m` and `-m` should then give equality.

The first attempt, which Lean rejects:

```lean
import Mathlib

open Module

namespace FinrankSectorEq

noncomputable section

/-- A configuration of `N` spins 1/2: `true` is up, `false` is down. -/
abbrev Config (N : ℕ) := Fin N → Bool

/-- A state is a complex amplitude for every configuration. -/
abbrev State (N : ℕ) := Config N → ℂ

/-- The z component of one spin, in units of ħ. -/
def spin : Bool → ℂ
  | true => 1 / 2
  | false => -1 / 2

variable {N : ℕ}

/-- The magnetization of a configuration. -/
def magnetization (σ : Config N) : ℂ := ∑ k, spin (σ k)

/-- Reverse all spins. -/
def flipAll (σ : Config N) : Config N := fun k => !σ k

/-- The XXZ Hamiltonian without field: each pair `i < j` has the Ising energy `Jz Sz Sz`, and
the transverse coupling `Jxy (Sx Sx + Sy Sy)` exchanges antiparallel spins with
amplitude `Jxy / 2`. -/
def xxz (Jxy Jz : Fin N → Fin N → ℝ) : End ℂ (State N) where
  toFun ψ := fun σ => ∑ i, ∑ j ∈ Finset.Ioi i,
    ((Jz i j : ℂ) * spin (σ i) * spin (σ j) * ψ σ +
      (if σ i = σ j then 0 else (Jxy i j : ℂ) / 2) * ψ (σ ∘ Equiv.swap i j))
  map_add' ψ φ := by
    funext σ
    simp only [Pi.add_apply, ← Finset.sum_add_distrib]
    exact Finset.sum_congr rfl fun i _ => Finset.sum_congr rfl fun j _ => by ring
  map_smul' c ψ := by
    funext σ
    simp only [Pi.smul_apply, smul_eq_mul, RingHom.id_apply, Finset.mul_sum]
    exact Finset.sum_congr rfl fun i _ => Finset.sum_congr rfl fun j _ => by ring

/-- The total `Sz`, diagonal in the configurations. -/
def totalSz : End ℂ (State N) where
  toFun ψ := fun σ => magnetization σ * ψ σ
  map_add' ψ φ := by funext σ; simp only [Pi.add_apply]; ring
  map_smul' c ψ := by
    funext σ; simp only [Pi.smul_apply, smul_eq_mul, RingHom.id_apply]; ring

/-- The global spin flip acting on states. -/
def globalFlip : End ℂ (State N) where
  toFun ψ := fun σ => ψ (flipAll σ)
  map_add' _ _ := rfl
  map_smul' _ _ := rfl

/-- Reversing all spins changes the sign of each z component. -/
theorem spin_flipAll (σ : Config N) (k : Fin N) : spin (flipAll σ k) = -spin (σ k) := by
  change spin (!σ k) = _
  cases σ k <;> norm_num [spin]

/-- The global spin flip is a symmetry of the XXZ Hamiltonian without field. -/
theorem globalFlip_commute_xxz (Jxy Jz : Fin N → Fin N → ℝ) :
    Commute globalFlip (xxz Jxy Jz) := by
  refine LinearMap.ext fun ψ => funext fun σ => ?_
  change globalFlip (xxz Jxy Jz ψ) σ = xxz Jxy Jz (globalFlip ψ) σ
  simp only [globalFlip, xxz, LinearMap.coe_mk, AddHom.coe_mk]
  refine Finset.sum_congr rfl fun i _ => Finset.sum_congr rfl fun j _ => ?_
  have e : flipAll σ ∘ Equiv.swap i j = flipAll (σ ∘ Equiv.swap i j) := rfl
  have hq : flipAll σ i = flipAll σ j ↔ σ i = σ j := by simp [flipAll]
  rw [e, spin_flipAll, spin_flipAll]
  by_cases h : σ i = σ j
  · rw [if_pos h, if_pos (hq.2 h)]; ring
  · rw [if_neg h, if_neg (mt hq.1 h)]; ring

/-- The global spin flip reverses the total `Sz`. -/
theorem globalFlip_totalSz :
    (globalFlip * totalSz : End ℂ (State N)) = -(totalSz * globalFlip) := by
  refine LinearMap.ext fun ψ => funext fun σ => ?_
  change magnetization (flipAll σ) * ψ (flipAll σ) = -(magnetization σ * ψ (flipAll σ))
  simp only [magnetization, spin_flipAll, Finset.sum_neg_distrib, neg_mul]

/-- The global spin flip loses no information about the state. -/
theorem globalFlip_injective : Function.Injective (globalFlip : End ℂ (State N)) := by
  intro ψ φ h
  funext σ
  have h1 : ψ (flipAll (flipAll σ)) = φ (flipAll (flipAll σ)) := congrFun h (flipAll σ)
  have h2 : flipAll (flipAll σ) = σ := by funext k; simp [flipAll]
  rwa [h2] at h1

/-- An operator that commutes with `H` maps each eigenspace of `H` into itself. -/
theorem mem_eigenspace_of_commute {A H : End ℂ (State N)} (h : Commute A H) {E : ℂ}
    (x : State N) (hx : x ∈ End.eigenspace H E) : A x ∈ End.eigenspace H E := by
  rw [End.mem_eigenspace_iff] at hx ⊢
  have h1 : A (H x) = H (A x) := LinearMap.congr_fun h.eq x
  rw [← h1, hx, map_smul]

/-- For any number of spins, the states of energy `E` with total `Sz` equal to `m` and
those with total `Sz` equal to `-m` form spaces of equal dimension. -/
theorem finrank_sector_eq (Jxy Jz : Fin N → Fin N → ℝ) (E m : ℂ) :
    finrank ℂ ↥(End.eigenspace (xxz Jxy Jz) E ⊓ End.eigenspace totalSz m) =
      finrank ℂ ↥(End.eigenspace (xxz Jxy Jz) E ⊓ End.eigenspace totalSz (-m)) := by
  -- the flip embeds each sector into the opposite one
  have key : ∀ m : ℂ,
      finrank ℂ ↥(End.eigenspace (xxz Jxy Jz) E ⊓ End.eigenspace totalSz m) ≤
      finrank ℂ ↥(End.eigenspace (xxz Jxy Jz) E ⊓ End.eigenspace totalSz (-m)) := by
    intro m
    have hmap : ∀ x ∈ End.eigenspace (xxz Jxy Jz) E ⊓ End.eigenspace totalSz m,
        globalFlip x ∈ End.eigenspace (xxz Jxy Jz) E ⊓ End.eigenspace totalSz (-m) := by
      intro x hx
      refine ⟨mem_eigenspace_of_commute (globalFlip_commute_xxz Jxy Jz) x hx.1, ?_⟩
      have h1 : globalFlip (totalSz x) = -(totalSz (globalFlip x)) :=
        LinearMap.congr_fun globalFlip_totalSz x
      rw [End.mem_eigenspace_iff.1 hx.2, map_smul] at h1
      exact End.mem_eigenspace_iff.2 (by rw [neg_smul, h1, neg_neg])
    exact LinearMap.finrank_le_finrank_of_injective (f := globalFlip.restrict hmap)
      fun x y h => Subtype.ext (globalFlip_injective (congrArg Subtype.val h))
  exact le_antisymm (key m) (by simpa using key (-m))

end

end FinrankSectorEq
```

The compiler's answer:

```
Main.lean:118:32: error: Type mismatch: After simplification, term
  key (-m)
 has type
  finrank ℂ ↥((xxz Jxy Jz).eigenspace E ⊓ totalSz.eigenspace (-m)) ≤
    finrank ℂ ↥((xxz Jxy Jz).eigenspace E ⊓ totalSz.eigenspace (- -m))
but is expected to have type
  finrank ℂ ↥((xxz Jxy Jz).eigenspace E ⊓ totalSz.eigenspace (-m)) ≤
    finrank ℂ ↥((xxz Jxy Jz).eigenspace E ⊓ totalSz.eigenspace m)
```

Diagnosis. The message says that after simplification `key (-m)` still has `- -m` on its right-hand side, where the goal has `m`. The inequality is the right one, and only this double negation is in the way.

`neg_neg` is a simp lemma, but `simpa` can't apply it here. The number `- -m` is inside the subspace whose dimension `finrank` takes, and so inside a type. The additive and module structures that `finrank` also takes as instance arguments depend on that type. `simp` rewrites the arguments of a function by congruence, and the congruence it generates for `finrank` keeps the type fixed, because the instances depend on it. So it never gets to the double negation.

The repair names the inequality `h` and uses `rw [neg_neg] at h`. `rw` replaces every occurrence of `- -m` at once, in the type and in its instances, so the result is still well typed. `h` is then exactly the second inequality that `le_antisymm` needs.

As a diff, the version that Lean accepts:

```diff
@@ -116,5 +116,7 @@
     exact LinearMap.finrank_le_finrank_of_injective (f := globalFlip.restrict hmap)
       fun x y h => Subtype.ext (globalFlip_injective (congrArg Subtype.val h))
-  exact le_antisymm (key m) (by simpa using key (-m))
+  have h := key (-m)
+  rw [neg_neg] at h
+  exact le_antisymm (key m) h
 
 end
```
